# If an increasing, strictly concave moment map with \(F(0)=0\) has a polarized solution, iteration finds it from every positive start but not from zero

A self-consistency loop for a magnet that starts with zero moment can stop at once and report a nonmagnetic solution, although a ferromagnetic one exists. For a single moment updated by a nondecreasing, strictly concave map that vanishes at zero, the Lean file below proves that zero is the only starting moment in the allowed range with this defect.

```lean
import Mathlib

open Filter Topology Set

namespace StonerSelfConsistency

noncomputable section

/-- A self-consistency map on the moments `[0, M]`: the output moment `F m` does not decrease
with the input moment `m`, is strictly concave in it, and vanishes for zero input. -/
structure MomentMap (F : ℝ → ℝ) (M : ℝ) : Prop where
  mono : MonotoneOn F (Icc 0 M)
  concave : StrictConcaveOn ℝ (Icc 0 M) F
  zero : F 0 = 0

/-- The slope of the chord of `F` between two distinct moments `q` and `p`, when `p` is a fixed
point of `F`. -/
def rate (F : ℝ → ℝ) (p q : ℝ) : ℝ := (p - F q) / (p - q)

variable {F : ℝ → ℝ} {M p q m : ℝ}

/-- A nonzero moment below a self-consistent moment `p` is increased by one iteration. -/
theorem moment_grows (hF : MomentMap F M) (hp : p ∈ Ioc 0 M) (hfix : F p = p)
    (hq : 0 < q) (hqp : q < p) : q < F q := by
  have hp0 : 0 < p := hp.1
  have hb : 0 < q / p := div_pos hq hp0
  have ha : 0 < 1 - q / p := by
    have : q / p < 1 := (div_lt_one hp0).2 hqp
    linarith
  have e : q / p * p = q := by field_simp
  -- the graph lies above the chord from the origin to (p, p)
  have h := hF.concave.2 (⟨le_rfl, hp0.le.trans hp.2⟩ : (0 : ℝ) ∈ Icc 0 M)
    (⟨hp0.le, hp.2⟩ : p ∈ Icc 0 M) hp0.ne ha hb (by ring)
  simp only [smul_eq_mul, hF.zero, hfix, mul_zero, zero_add, e] at h
  exact h

/-- There is at most one nonzero self-consistent moment in `(0, M]`. -/
theorem polarized_solution_unique (hF : MomentMap F M) (hp : p ∈ Ioc 0 M) (hfix : F p = p)
    (hm : m ∈ Ioc 0 M) (hmfix : F m = m) : m = p := by
  rcases lt_trichotomy m p with h | h | h
  · have := moment_grows hF hp hfix hm.1 h
    linarith
  · exact h
  · have := moment_grows hF hm hmfix hp.1 h
    linarith

/-- For `0 < q < p`, with `p` a self-consistent moment, the rate is nonnegative and
strictly below one. -/
theorem rate_bounds (hF : MomentMap F M) (hp : p ∈ Ioc 0 M) (hfix : F p = p)
    (hq : 0 < q) (hqp : q < p) : 0 ≤ rate F p q ∧ rate F p q < 1 := by
  have hd : 0 < p - q := sub_pos.2 hqp
  have h1 := moment_grows hF hp hfix hq hqp
  have h2 := hF.mono ⟨hq.le, hqp.le.trans hp.2⟩ ⟨hp.1.le, hp.2⟩ hqp.le
  rw [hfix] at h2
  exact ⟨div_nonneg (by linarith) hd.le, (div_lt_one hd).2 (by linarith)⟩

/-- One iteration from a moment in `[q, M]`, with `0 < q < p`, multiplies the distance to the
self-consistent moment `p` by at most the rate. -/
theorem error_step (hF : MomentMap F M) (hp : p ∈ Ioc 0 M) (hfix : F p = p)
    (hq : 0 < q) (hqp : q < p) (hm : m ∈ Icc q M) :
    |F m - p| ≤ rate F p q * |m - p| := by
  have hd : 0 < p - q := sub_pos.2 hqp
  have hqI : q ∈ Icc 0 M := ⟨hq.le, hqp.le.trans hp.2⟩
  have hpI : p ∈ Icc 0 M := ⟨hp.1.le, hp.2⟩
  have hmI : m ∈ Icc 0 M := ⟨hq.le.trans hm.1, hm.2⟩
  rcases le_or_gt m p with h | h
  · have hle := hF.mono hmI hpI h
    rw [hfix] at hle
    rw [abs_sub_comm (F m), abs_sub_comm m, abs_of_nonneg (sub_nonneg.2 hle),
      abs_of_nonneg (sub_nonneg.2 h), rate, div_mul_eq_mul_div, le_div_iff₀ hd]
    rcases eq_or_lt_of_le hm.1 with h1 | h1
    · rw [← h1]
    rcases eq_or_lt_of_le h with h2 | h2
    · rw [h2, hfix]
      simp
    -- below p: compare the chords q–m and m–p
    have hs := hF.concave.concaveOn.slope_anti_adjacent hqI hpI h1 h2
    rw [hfix, div_le_div_iff₀ (sub_pos.2 h2) (sub_pos.2 h1)] at hs
    nlinarith [hs]
  · have hle := hF.mono hpI hmI h.le
    rw [hfix] at hle
    rw [abs_of_nonneg (sub_nonneg.2 hle), abs_of_pos (sub_pos.2 h), rate]
    -- above p: compare the chords q–p and p–m
    have hs := hF.concave.concaveOn.slope_anti_adjacent hqI hmI hqp h
    rw [hfix, div_le_iff₀ (sub_pos.2 h)] at hs
    exact hs

/-- After `n` iterations from a moment in `[q, M]`, with `0 < q < p`, the moment is still in
`[q, M]` and its distance to the self-consistent moment `p` has shrunk at least geometrically. -/
theorem geometric_error (hF : MomentMap F M) (hp : p ∈ Ioc 0 M) (hfix : F p = p)
    (hq : 0 < q) (hqp : q < p) (hm : m ∈ Icc q M) (n : ℕ) :
    F^[n] m ∈ Icc q M ∧ |F^[n] m - p| ≤ rate F p q ^ n * |m - p| := by
  obtain ⟨k0, k1⟩ := rate_bounds hF hp hfix hq hqp
  induction n with
  | zero => exact ⟨hm, by simp⟩
  | succ n ih =>
    obtain ⟨hx, he⟩ := ih
    rw [Function.iterate_succ_apply']
    set x := F^[n] m
    have hs := error_step hF hp hfix hq hqp hx
    have hxI : x ∈ Icc 0 M := ⟨hq.le.trans hx.1, hx.2⟩
    refine ⟨⟨?_, ?_⟩, ?_⟩
    · exact (moment_grows hF hp hfix hq hqp).le.trans
        (hF.mono ⟨hq.le, hqp.le.trans hp.2⟩ hxI hx.1)
    · rcases le_or_gt x p with h | h
      · have := hF.mono hxI ⟨hp.1.le, hp.2⟩ h
        linarith [hp.2]
      · rw [abs_of_pos (sub_pos.2 h)] at hs
        have h1 := le_abs_self (F x - p)
        have h2 := mul_le_of_le_one_left (sub_pos.2 h).le k1.le
        linarith [hx.2]
    · calc |F x - p| ≤ rate F p q * |x - p| := hs
        _ ≤ rate F p q * (rate F p q ^ n * |m - p|) := mul_le_mul_of_nonneg_left he k0
        _ = rate F p q ^ (n + 1) * |m - p| := by ring

/-- If the map has a self-consistent moment `p` in `(0, M]`, the iteration converges to `p` from
every starting moment in `(0, M]`, whereas an unpolarized start stays unpolarized. -/
theorem starting_moment_decides (hF : MomentMap F M) (hp : p ∈ Ioc 0 M) (hfix : F p = p) :
    (∀ m ∈ Ioc 0 M, Tendsto (fun n : ℕ => F^[n] m) atTop (𝓝 p)) ∧
      ∀ n : ℕ, F^[n] 0 = 0 := by
  refine ⟨fun m hm => ?_, fun n => Function.iterate_fixed hF.zero n⟩
  have hp0 : 0 < p := hp.1
  -- a reference moment below both the start and p
  have hq : 0 < min m (p / 2) := lt_min hm.1 (half_pos hp0)
  have hqp : min m (p / 2) < p := (min_le_right _ _).trans_lt (half_lt_self hp0)
  obtain ⟨k0, k1⟩ := rate_bounds hF hp hfix hq hqp
  have hlim := (tendsto_pow_atTop_nhds_zero_of_lt_one k0 k1).mul_const |m - p|
  rw [zero_mul] at hlim
  rw [tendsto_iff_dist_tendsto_zero]
  refine squeeze_zero (fun _ => dist_nonneg) (fun n => ?_) hlim
  rw [Real.dist_eq]
  exact (geometric_error hF hp hfix hq hqp ⟨min_le_left _ _, hm.2⟩ n).2

/-- The Weiss mean-field map of a spin-1/2 magnet, with `K` the ratio of the Curie temperature
to the temperature. -/
def weissMap (K m : ℝ) : ℝ := Real.tanh (K * m)

/-- The differential response of the Weiss map to the input moment is `K / cosh² (K m)`. -/
theorem weissMap_hasDerivAt (K m : ℝ) :
    HasDerivAt (weissMap K) (K / Real.cosh (K * m) ^ 2) m := by
  have e : weissMap K = fun x => Real.sinh (K * x) / Real.cosh (K * x) :=
    funext fun x => Real.tanh_eq_sinh_div_cosh _
  have h1 : HasDerivAt (fun x : ℝ => K * x) K m := by
    simpa using (hasDerivAt_id' m).const_mul K
  rw [e]
  refine (h1.sinh.fun_div h1.cosh (Real.cosh_pos _).ne').congr_deriv ?_
  congr 1
  linear_combination K * Real.cosh_sq (K * m)

/-- For `K > 0` the Weiss map is a self-consistency map in the above sense. -/
theorem momentMap_witness {K : ℝ} (hK : 0 < K) (M : ℝ) : MomentMap (weissMap K) M := by
  have hd : ∀ x, deriv (weissMap K) x = K / Real.cosh (K * x) ^ 2 :=
    fun x => (weissMap_hasDerivAt K x).deriv
  have hdiff : Differentiable ℝ (weissMap K) :=
    fun x => (weissMap_hasDerivAt K x).differentiableAt
  refine ⟨?_, ?_, by simp [weissMap]⟩
  · refine (monotone_of_deriv_nonneg hdiff fun x => ?_).monotoneOn _
    rw [hd]
    exact div_nonneg hK.le (sq_nonneg _)
  · -- the derivative decreases strictly with the moment
    refine StrictAntiOn.strictConcaveOn_of_deriv (convex_Icc 0 M) hdiff.continuous.continuousOn ?_
    rw [interior_Icc]
    intro x hx y hy hxy
    rw [hd, hd]
    have hc : Real.cosh (K * x) < Real.cosh (K * y) := by
      rw [Real.cosh_lt_cosh, abs_of_pos (mul_pos hK hx.1), abs_of_pos (mul_pos hK hy.1)]
      exact mul_lt_mul_of_pos_left hxy hK
    exact div_lt_div_of_pos_left hK (pow_pos (Real.cosh_pos _) 2)
      (pow_lt_pow_left₀ hc (Real.cosh_pos _).le two_ne_zero)

/-- Below the Curie temperature (`K > 1`) the Weiss map has a self-consistent moment strictly
between 0 and 1, and the iteration converges to it from every starting moment in `(0, 1]`. -/
theorem weiss_ferromagnet {K : ℝ} (hK : 1 < K) :
    ∃ p ∈ Ioo (0 : ℝ) 1, weissMap K p = p ∧
      ∀ m ∈ Ioc (0 : ℝ) 1, Tendsto (fun n : ℕ => (weissMap K)^[n] m) atTop (𝓝 p) := by
  have hF := momentMap_witness (zero_lt_one.trans hK) 1
  have hcont : Continuous (weissMap K) :=
    continuous_iff_continuousAt.2 fun x => (weissMap_hasDerivAt K x).continuousAt
  -- the slope at zero exceeds one, so some small moment grows
  have h0 : HasDerivAt (weissMap K) K 0 := by simpa using weissMap_hasDerivAt K 0
  have hs := (hasDerivAt_iff_tendsto_slope.1 h0).mono_left
    (nhdsWithin_mono (0 : ℝ) (fun x (hx : x ∈ Ioi (0 : ℝ)) => (mem_Ioi.1 hx).ne'))
  have h2 : ∀ᶠ x in 𝓝[>] (0 : ℝ), x ∈ Ioo (0 : ℝ) 1 := Ioo_mem_nhdsGT one_pos
  obtain ⟨a, ha, ha0⟩ := ((hs.eventually_const_lt hK).and h2).exists
  rw [slope_def_field, hF.zero, sub_zero, sub_zero, lt_div_iff₀ ha0.1, one_mul] at ha
  -- the saturated moment shrinks
  have h1 : weissMap K 1 < 1 := by
    rw [weissMap, Real.tanh_eq_sinh_div_cosh, div_lt_one (Real.cosh_pos _)]
    exact Real.sinh_lt_cosh _
  obtain ⟨p, hp, hpz⟩ := intermediate_value_Icc' ha0.2.le
    (hcont.sub continuous_id).continuousOn
    (show (0 : ℝ) ∈ Icc (weissMap K 1 - 1) (weissMap K a - a) from
      ⟨by linarith, by linarith⟩)
  have hfix : weissMap K p = p := sub_eq_zero.1 hpz
  have hp0 : 0 < p := ha0.1.trans_le hp.1
  have hp1 : p ≠ 1 := by
    rintro rfl
    linarith
  exact ⟨p, ⟨hp0, lt_of_le_of_ne hp.2 hp1⟩, hfix,
    (starting_moment_decides hF ⟨hp0, hp.2⟩ hfix).1⟩

end

end StonerSelfConsistency
```

```lean
#print axioms StonerSelfConsistency.polarized_solution_unique
-- 'StonerSelfConsistency.polarized_solution_unique' depends on axioms: [propext, Classical.choice, Quot.sound]
#print axioms StonerSelfConsistency.starting_moment_decides
-- 'StonerSelfConsistency.starting_moment_decides' depends on axioms: [propext, Classical.choice, Quot.sound]
#print axioms StonerSelfConsistency.weiss_ferromagnet
-- 'StonerSelfConsistency.weiss_ferromagnet' depends on axioms: [propext, Classical.choice, Quot.sound]
```

## One number in, one number out

The moment is a real number \(m\) between \(0\) and a maximum \(M\). An input moment \(m\) produces an exchange field, the electrons or spins respond to that field, and their response is the output moment \(F(m)\). A self-consistent moment is a fixed point, \(F(p)=p\), and it is polarized if \(p>0\).

The structure `MomentMap F M` collects what is assumed about the response. The field `mono` says that a larger input never gives a smaller output. The field `concave` says that the returns diminish: each further equal increment of the input moment adds less to the output. The field `zero` says that without an input moment there is no exchange field and so no output moment, which excludes an external magnetic field. In Lean `F` is defined on all real numbers, but these conditions restrict it only on `Icc 0 M`, the interval \([0,M]\). Neither continuity nor \(F(m)\le M\) is assumed.

The main theorem, `starting_moment_decides`, takes such a map and a self-consistent moment \(p\in(0,M]\), written `p ∈ Ioc 0 M`. Its first conclusion is that `F^[n] m`, the moment after \(n\) passes through the loop, tends to \(p\) for every start \(m\in(0,M]\). Its second is that a start at zero gives zero after every number of passes.

The existence of \(p\) is a hypothesis here. It is derived for one example, the Weiss map \(m\mapsto\tanh(Km)\) of a spin-1/2 magnet, where \(m\) is measured in units of the saturation moment and \(K=T_C/T\) is the ratio of the Curie temperature to the temperature. The theorem `weiss_ferromagnet` says that for \(K>1\) there is a self-consistent moment \(p\in(0,1)\), and that every start in \((0,1]\) converges to it.

## Where a Stoner magnet fits, and where it may not

In the Stoner model, let \(m\) be the number of spin-up electrons minus the number of spin-down electrons, per atom. Then \(F(m)\) is the difference obtained by filling two rigid bands, split by \(Im\), with a fixed number of electrons; \(I\) is the exchange parameter. At zero temperature the slope of \(F\) at the origin is \(I\,N(E_F)\), where \(N(E_F)\) is the density of states per atom and per spin at the Fermi level of the unpolarized bands. The condition \(K>1\) in the Weiss example thus plays the part of the Stoner criterion \(I\,N(E_F)>1\).

The file contains no band structure, and strict concavity is a real restriction on one. It excludes a zero-temperature magnet that is fully polarized over a range of input moments, because \(F\) is constant there. A density of states with a peak away from the Fermi level can make \(F\) convex over some range of moments, and several polarized solutions may then compete. The theorem is stated for the plain loop, in which the output becomes the next input. Linear mixing with a fixed weight \(\alpha\in(0,1]\) replaces \(F(m)\) by \((1-\alpha)m+\alpha F(m)\), which meets the same assumptions and has the same fixed points, so the theorem applies to it too. More elaborate mixing schemes are not covered.

Two of the assumptions can be probed with simple maps. Concavity without strictness is not enough: for \(F(m)=m\) every moment is self-consistent and no start moves. Strict concavity, \(F(0)=0\) and a polarized solution are not enough without some control on decrease: \(F(m)=4m(1-m)\) on \([0,1]\) has the fixed point \(3/4\), but the start \(m=1\) goes to zero and stays there.

## Small moments grow

Let \(0<q<p\). Then \(q\) is a weighted average of \(0\) and \(p\),

\[
q=\Bigl(1-\frac qp\Bigr)\cdot 0+\frac qp\cdot p ,
\]

and strict concavity puts the graph above the chord:

\[
F(q)>\Bigl(1-\frac qp\Bigr)F(0)+\frac qp\,F(p)=q .
\]

This is `moment_grows`; its `simp only` line inserts \(F(0)=0\) and \(F(p)=p\) into the concavity inequality. It follows that there is only one polarized solution (`polarized_solution_unique`): of two different ones, the smaller would have to grow, yet it is fixed.

## The error shrinks by a fixed factor

For a reference moment \(q\) with \(0<q<p\), define the chord slope

\[
k=\frac{p-F(q)}{p-q},
\]

called `rate F p q` in the file. Since \(F\) does not decrease, \(F(q)\le F(p)=p\), so \(k\ge 0\). Since \(F(q)>q\), the numerator is smaller than the denominator, so \(k<1\). These are the two halves of `rate_bounds`.

The lemma `error_step` shows that \(|F(m)-p|\le k\,|m-p|\) for every \(m\in[q,M]\). It uses the fact that the chord slopes of a concave function do not increase from left to right, which Mathlib provides as `slope_anti_adjacent`.

If \(q<m<p\), the neighbouring chords \(q\)–\(m\) and \(m\)–\(p\) give

\[
\frac{p-F(m)}{p-m}\le\frac{F(m)-F(q)}{m-q}.
\]

Multiply out and add \((p-F(m))(p-m)\) to both sides:

\[
(p-F(m))(p-q)\le(p-F(q))(p-m).
\]

Division by \(p-q\) gives \(p-F(m)\le k(p-m)\). In Lean `nlinarith` does this algebra. At \(m=q\) the bound is an equality, and at \(m=p\) both sides vanish.

If \(m>p\), the chords \(q\)–\(p\) and \(p\)–\(m\) give the bound directly:

\[
\frac{F(m)-p}{m-p}\le\frac{p-F(q)}{p-q}=k .
\]

Monotonicity fixes the signs in both cases: the output lies on the same side of \(p\) as the input, or at \(p\) itself, so the absolute values can be removed.

## From one pass to convergence

To repeat the estimate, the moment must remain in \([q,M]\). For \(x\) in this interval, \(F(x)\ge F(q)>q\). If \(x\le p\), then \(F(x)\le p\le M\); if \(x>p\), then \(F(x)-p\le k(x-p)\le x-p\), so \(F(x)\le x\le M\). Induction on \(n\) in `geometric_error` carries this together with

\[
|F^n(m)-p|\le k^n\,|m-p| ,
\]

where \(F^n\) is the \(n\)-fold iterate.

For a given start \(m\in(0,M]\), the main theorem chooses \(q=\min(m,p/2)\), which is positive, below \(p\) and not above \(m\). Since \(0\le k<1\), the right-hand side tends to zero, and `squeeze_zero` transfers this to the error. The factor \(k\) depends on the start through \(q\). A start at zero leaves no positive \(q\) to choose, and there \(F(0)=0\) keeps the moment at zero.

## The Weiss magnet below its Curie temperature

The derivative of \(\tanh(Km)\) is \(K/\cosh^2(Km)\). For \(K>0\) it is positive, and it decreases strictly for \(m>0\), so the map is increasing and strictly concave on \([0,M]\). This is `momentMap_witness`.

For \(K>1\) the slope at the origin exceeds one, so some \(a\in(0,1)\) satisfies \(\tanh(Ka)>a\). At the other end, \(\tanh K<1\). The continuous function \(\tanh(Km)-m\) therefore changes sign between \(a\) and \(1\), and the intermediate value theorem supplies \(p\). The main theorem then gives the convergence.

With \(K=2\) and a start at \(0.1\), the loop runs through \(0.197,\ 0.375,\ 0.636,\ 0.854,\ 0.936,\ 0.954\) towards \(p\approx 0.9575\).

## The starting moment in a spin-polarized calculation

In a collinear density-functional calculation the input moment usually enters as initial moments on the atoms, which make the starting spin-up and spin-down densities different. If the two densities start equal and no magnetic field is applied, both spins see the same potential. With the same occupations they return equal densities, and the loop stays unpolarized. The one-moment model reproduces this trap in the line \(F(0)=0\), but a full density has many more degrees of freedom and may have several magnetic solutions.

## A moment with a sign

The moment could also have been modelled on \([-M,M]\), with \(F\) odd and the present assumptions on \([0,M]\). If a polarized solution \(p>0\) exists, symmetry then gives a second one, \(-p\), and the sign of the starting moment would select between them. Zero would be the boundary between the two sets of starts, where it is now the endpoint of the range.
